# For a positive semidefinite mean-field interaction, $\mathrm{Tr}\,F(P)(P-Q)$ bounds the energy error of $P$ when $Q$ is an aufbau projector of $F(P)$

In a mean-field model without exchange, where a particle also feels its own density, put one particle on the upper of two sites with levels 0 and 1 and on-site repulsion $u\ge 0$: moving it to the lower site lowers the mean-field energy by 1, but the orbital levels computed before the move predict a drop of $1+u$. More generally, let $P$ be the current density matrix, $F(P)$ its Fock matrix and $Q$ the projector onto the $N$ lowest orbitals of $F(P)$. If every change of the density matrix has nonnegative interaction energy with itself, as for direct Coulomb repulsion without exchange, then the predicted drop $\mathrm{Tr}\,F(P)(P-Q)$ is an upper bound on the energy of $P$ above the infimum over $N$-particle projectors.

```lean
import Mathlib

open Matrix

namespace RoothaanCertificate

noncomputable section

variable {n 𝕜 : Type*} [Fintype n] [DecidableEq n] [RCLike 𝕜]

/-- The real part of the trace of the product `A B`. -/
def tr (A B : Matrix n n 𝕜) : ℝ := RCLike.re (A * B).trace

/-- The Fock matrix `F(P) = h + G(P)`. -/
def fock (h : Matrix n n 𝕜) (G : Matrix n n 𝕜 →ₗ[ℝ] Matrix n n 𝕜) (P : Matrix n n 𝕜) :
    Matrix n n 𝕜 := h + G P

/-- The mean-field energy `E(P) = Tr hP + (1/2) Tr G(P)P`. -/
def energy (h : Matrix n n 𝕜) (G : Matrix n n 𝕜 →ₗ[ℝ] Matrix n n 𝕜) (P : Matrix n n 𝕜) : ℝ :=
  tr h P + tr (G P) P / 2

/-- The two-electron map `G` is self-adjoint for the trace and has nonnegative
interaction energy on Hermitian matrices. -/
structure IsRepulsive (G : Matrix n n 𝕜 →ₗ[ℝ] Matrix n n 𝕜) : Prop where
  symm : ∀ X Y, X.IsHermitian → Y.IsHermitian → tr (G X) Y = tr X (G Y)
  nonneg : ∀ X, X.IsHermitian → 0 ≤ tr (G X) X

/-- An orthogonal projector of trace `N`: the density matrix of one determinant. -/
structure IsProjector (N : ℕ) (P : Matrix n n 𝕜) : Prop where
  herm : P.IsHermitian
  idem : P * P = P
  trace : P.trace = N

/-- An ensemble density matrix: Hermitian, `0 ≤ R ≤ 1` as quadratic forms, trace `N`. -/
structure IsDensity (N : ℕ) (R : Matrix n n 𝕜) : Prop where
  herm : R.IsHermitian
  nonneg : ∀ x : n → 𝕜, 0 ≤ RCLike.re (star x ⬝ᵥ R *ᵥ x)
  le_one : ∀ x : n → 𝕜, RCLike.re (star x ⬝ᵥ R *ᵥ x) ≤ RCLike.re (star x ⬝ᵥ x)
  trace : R.trace = N

/-- `Q` fills `N` orbitals (columns of a unitary `U`) that diagonalize `F`, with all occupied
levels at or below a Fermi level `μ` and all empty levels at or above it. -/
def IsAufbau (N : ℕ) (F Q : Matrix n n 𝕜) : Prop :=
  ∃ U ∈ unitaryGroup n 𝕜, ∃ (ε : n → ℝ) (occ : Finset n) (μ : ℝ), occ.card = N ∧
    F = U * diagonal (fun i => (ε i : 𝕜)) * Uᴴ ∧
    Q = U * diagonal (fun i => if i ∈ occ then (1 : 𝕜) else 0) * Uᴴ ∧
    (∀ i ∈ occ, ε i ≤ μ) ∧ (∀ i ∉ occ, μ ≤ ε i)

omit [DecidableEq n] in
/-- The trace pairing is symmetric. -/
theorem tr_comm (A B : Matrix n n 𝕜) : tr A B = tr B A := by
  unfold tr
  rw [Matrix.trace_mul_comm]

omit [DecidableEq n] in
/-- For self-adjoint `G` and Hermitian `P`, `R`, the energy at `R` is its exact second-order
expansion about `P`, with the Fock matrix as gradient. -/
theorem energy_expansion {h : Matrix n n 𝕜} {G : Matrix n n 𝕜 →ₗ[ℝ] Matrix n n 𝕜}
    (hG : ∀ X Y, X.IsHermitian → Y.IsHermitian → tr (G X) Y = tr X (G Y))
    {P R : Matrix n n 𝕜} (hP : P.IsHermitian) (hR : R.IsHermitian) :
    energy h G R = energy h G P + tr (fock h G P) (R - P) + tr (G (R - P)) (R - P) / 2 := by
  have s := hG R P hR hP
  rw [tr_comm R] at s
  simp only [tr] at s
  simp only [energy, fock, tr, map_sub, Matrix.add_mul, Matrix.sub_mul, Matrix.mul_sub,
    Matrix.trace_add, Matrix.trace_sub, map_add]
  linarith

/-- Every orthogonal projector of trace `N` is an ensemble density matrix. -/
theorem IsProjector.isDensity {N : ℕ} {P : Matrix n n 𝕜} (hP : IsProjector N P) :
    IsDensity N P := by
  -- the expectation value of a projector `A` is the squared length of `A x`
  have key : ∀ A : Matrix n n 𝕜, A.IsHermitian → A * A = A → ∀ x : n → 𝕜,
      0 ≤ RCLike.re (star x ⬝ᵥ A *ᵥ x) := by
    intro A hA hAA x
    have e : star (A *ᵥ x) ⬝ᵥ (A *ᵥ x) = star x ⬝ᵥ A *ᵥ x := by
      rw [Matrix.star_mulVec, hA.eq, ← Matrix.dotProduct_mulVec, Matrix.mulVec_mulVec, hAA]
    rw [← e]
    simp only [dotProduct, map_sum]
    refine Finset.sum_nonneg fun i _ => ?_
    simp only [Pi.star_apply, RCLike.star_def, RCLike.mul_re, RCLike.conj_re, RCLike.conj_im]
    nlinarith [sq_nonneg (RCLike.re ((A *ᵥ x) i)), sq_nonneg (RCLike.im ((A *ᵥ x) i))]
  refine ⟨hP.herm, key P hP.herm hP.idem, fun x => ?_, hP.trace⟩
  have h1 := key (1 - P) (Matrix.isHermitian_one.sub hP.herm)
    (by linear_combination (norm := noncomm_ring) hP.idem) x
  rw [Matrix.sub_mulVec, Matrix.one_mulVec, dotProduct_sub, map_sub] at h1
  linarith

/-- An aufbau projector with `N` filled orbitals is an orthogonal projector of trace `N`. -/
theorem IsAufbau.isProjector {N : ℕ} {F Q : Matrix n n 𝕜} (hQ : IsAufbau N F Q) :
    IsProjector N Q := by
  obtain ⟨U, hU, ε, occ, μ, hcard, -, rfl, -, -⟩ := hQ
  have hUU : Uᴴ * U = 1 := Matrix.mem_unitaryGroup_iff'.mp hU
  set D : Matrix n n 𝕜 := diagonal (fun i => if i ∈ occ then (1 : 𝕜) else 0) with hDdef
  have hD : Dᴴ = D := by
    rw [hDdef, Matrix.diagonal_conjTranspose]
    congr 1
    ext i
    by_cases hi : i ∈ occ <;> simp [hi]
  have hDD : D * D = D := by
    rw [hDdef, Matrix.diagonal_mul_diagonal]
    congr 1
    ext i
    by_cases hi : i ∈ occ <;> simp [hi]
  refine ⟨?_, ?_, ?_⟩
  · change (U * D * Uᴴ)ᴴ = U * D * Uᴴ
    rw [Matrix.conjTranspose_mul, Matrix.conjTranspose_mul, Matrix.conjTranspose_conjTranspose,
      hD, Matrix.mul_assoc]
  · calc U * D * Uᴴ * (U * D * Uᴴ) = U * D * (Uᴴ * U) * D * Uᴴ := by
          simp only [Matrix.mul_assoc]
      _ = U * (D * D) * Uᴴ := by rw [hUU, Matrix.mul_one, Matrix.mul_assoc U D D]
      _ = U * D * Uᴴ := by rw [hDD]
  · rw [Matrix.trace_mul_comm, ← Matrix.mul_assoc, hUU, Matrix.one_mul, hDdef,
      Matrix.trace_diagonal]
    simp [hcard]

/-- An aufbau projector of `F` minimizes `Tr FR` over ensemble densities of the same trace. -/
theorem IsAufbau.tr_le {N : ℕ} {F Q R : Matrix n n 𝕜} (hQ : IsAufbau N F Q)
    (hR : IsDensity N R) : tr F Q ≤ tr F R := by
  have hQt := hQ.isProjector.trace
  obtain ⟨U, hU, ε, occ, μ, -, rfl, hQe, hocc, hemp⟩ := hQ
  have hUU : Uᴴ * U = 1 := Matrix.mem_unitaryGroup_iff'.mp hU
  have hUU' : U * Uᴴ = 1 := Matrix.mem_unitaryGroup_iff.mp hU
  -- occupation of orbital `i` in the density `A`
  let w : Matrix n n 𝕜 → n → ℝ := fun A i => RCLike.re ((Uᴴ * (A * U)) i i)
  have htr : ∀ A, tr (U * diagonal (fun i => (ε i : 𝕜)) * Uᴴ) A = ∑ i, ε i * w A i := by
    intro A
    have e : (U * diagonal (fun i => (ε i : 𝕜)) * Uᴴ * A).trace
        = (diagonal (fun i => (ε i : 𝕜)) * (Uᴴ * (A * U))).trace := by
      rw [Matrix.mul_assoc, Matrix.mul_assoc, Matrix.trace_mul_comm]
      simp only [Matrix.mul_assoc]
    unfold tr
    rw [e]
    simp only [Matrix.trace, Matrix.diag_apply, Matrix.diagonal_mul, map_sum,
      RCLike.re_ofReal_mul, w]
  have hsum : ∀ A : Matrix n n 𝕜, ∑ i, w A i = RCLike.re A.trace := by
    intro A
    have e : (Uᴴ * (A * U)).trace = A.trace := by
      rw [Matrix.trace_mul_comm, Matrix.mul_assoc, hUU', Matrix.mul_one]
    rw [← e]
    simp only [Matrix.trace, Matrix.diag_apply, map_sum, w]
  have hq : ∀ i, w Q i = if i ∈ occ then 1 else 0 := by
    intro i
    have e : Uᴴ * (Q * U) = diagonal (fun i => if i ∈ occ then (1 : 𝕜) else 0) := by
      rw [hQe, Matrix.mul_assoc, hUU, Matrix.mul_one, ← Matrix.mul_assoc, hUU, Matrix.one_mul]
    simp only [w, e, Matrix.diagonal_apply_eq]
    by_cases hi : i ∈ occ <;> simp [hi]
  have hr : ∀ i, 0 ≤ w R i ∧ w R i ≤ 1 := by
    intro i
    have e : (Uᴴ * (R * U)) i i = star (fun k => U k i) ⬝ᵥ R *ᵥ (fun k => U k i) := by
      simp only [Matrix.mul_apply, Matrix.mulVec, dotProduct, Matrix.conjTranspose_apply,
        Pi.star_apply]
    have e1 : star (fun k => U k i) ⬝ᵥ (fun k => U k i) = (1 : 𝕜) := by
      have : (Uᴴ * U) i i = 1 := by rw [hUU, Matrix.one_apply_eq]
      simpa only [Matrix.mul_apply, dotProduct, Matrix.conjTranspose_apply,
        Pi.star_apply] using this
    have h1 := hR.le_one (fun k => U k i)
    rw [e1, RCLike.one_re] at h1
    simp only [w, e]
    exact ⟨hR.nonneg _, h1⟩
  -- with levels measured from `μ`, each change of occupation from `Q` to `R` costs energy `≥ 0`
  have hpos : 0 ≤ ∑ i, (ε i - μ) * (w R i - w Q i) := by
    refine Finset.sum_nonneg fun i _ => ?_
    rw [hq i]
    by_cases hi : i ∈ occ
    · rw [if_pos hi]
      exact mul_nonneg_of_nonpos_of_nonpos (by linarith [hocc i hi]) (by linarith [(hr i).2])
    · rw [if_neg hi]
      exact mul_nonneg (by linarith [hemp i hi]) (by linarith [(hr i).1])
  have hexp : ∑ i, (ε i - μ) * (w R i - w Q i)
      = (∑ i, ε i * w R i - ∑ i, ε i * w Q i) - μ * (∑ i, w R i - ∑ i, w Q i) := by
    rw [← Finset.sum_sub_distrib, ← Finset.sum_sub_distrib, Finset.mul_sum,
      ← Finset.sum_sub_distrib]
    exact Finset.sum_congr rfl fun i _ => by ring
  rw [hexp, hsum, hsum, hR.trace, hQt, sub_self, mul_zero, sub_zero] at hpos
  rw [htr, htr]
  linarith

omit [DecidableEq n] in
/-- The trace pairing is additive under differences in its second argument. -/
theorem tr_sub (A B C : Matrix n n 𝕜) : tr A (B - C) = tr A B - tr A C := by
  simp only [tr, Matrix.mul_sub, Matrix.trace_sub, map_sub]

/-- For repulsive `G`, Hermitian `P` and an aufbau projector `Q` of `F(P)`, the energy of `P`
exceeds that of any ensemble density of trace `N` by at most `Tr F(P)(P - Q)`. -/
theorem energy_sub_le {N : ℕ} {h P Q R : Matrix n n 𝕜}
    {G : Matrix n n 𝕜 →ₗ[ℝ] Matrix n n 𝕜} (hG : IsRepulsive G) (hP : P.IsHermitian)
    (hQ : IsAufbau N (fock h G P) Q) (hR : IsDensity N R) :
    energy h G P - energy h G R ≤ tr (fock h G P) (P - Q) := by
  have h1 := energy_expansion (h := h) hG.symm hP hR.herm
  have h2 := hG.nonneg (R - P) (hR.herm.sub hP)
  have h3 := hQ.tr_le hR
  rw [tr_sub] at h1 ⊢
  linarith

/-- Error certificate: for repulsive `G`, Hermitian `P` and an aufbau projector `Q` of `F(P)`,
the energies of the trace-`N` projectors are bounded below, and `E(P)` exceeds their infimum by
at most `Tr F(P)(P - Q)`. -/
theorem error_certificate {N : ℕ} {h P Q : Matrix n n 𝕜}
    {G : Matrix n n 𝕜 →ₗ[ℝ] Matrix n n 𝕜} (hG : IsRepulsive G) (hP : P.IsHermitian)
    (hQ : IsAufbau N (fock h G P) Q) :
    BddBelow (energy h G '' {R | IsProjector N R}) ∧
      energy h G P - sInf (energy h G '' {R | IsProjector N R}) ≤ tr (fock h G P) (P - Q) := by
  have hb : ∀ e ∈ energy h G '' {R | IsProjector N R},
      energy h G P - tr (fock h G P) (P - Q) ≤ e := by
    rintro _ ⟨R, hR, rfl⟩
    have := energy_sub_le hG hP hQ (IsProjector.isDensity hR)
    linarith
  have hne : (energy h G '' {R | IsProjector N R}).Nonempty := ⟨_, Q, hQ.isProjector, rfl⟩
  refine ⟨⟨_, hb⟩, ?_⟩
  have := le_csInf hne hb
  linarith

/-- For repulsive `G`, an ensemble density `P` and an aufbau projector `Q` of `F(P)`, the
certificate vanishes exactly when `P` has the lowest energy of all ensemble densities of
trace `N`. -/
theorem certificate_eq_zero_iff {N : ℕ} {h P Q : Matrix n n 𝕜}
    {G : Matrix n n 𝕜 →ₗ[ℝ] Matrix n n 𝕜} (hG : IsRepulsive G) (hP : IsDensity N P)
    (hQ : IsAufbau N (fock h G P) Q) :
    tr (fock h G P) (P - Q) = 0 ↔ ∀ R, IsDensity N R → energy h G P ≤ energy h G R := by
  constructor
  · intro h0 R hR
    have := energy_sub_le hG hP.herm hQ hR
    linarith
  intro hmin
  have hQd := hQ.isProjector.isDensity
  have hc0 : 0 ≤ tr (fock h G P) (P - Q) := by
    rw [tr_sub]
    linarith [hQ.tr_le hP]
  by_contra hne
  have hc : 0 < tr (fock h G P) (P - Q) := lt_of_le_of_ne hc0 (Ne.symm hne)
  have hq := hG.nonneg (Q - P) (hQd.herm.sub hP.herm)
  have hneg : tr (fock h G P) (Q - P) = -tr (fock h G P) (P - Q) := by
    rw [tr_sub, tr_sub]
    ring
  set c := tr (fock h G P) (P - Q)
  set q := tr (G (Q - P)) (Q - P)
  -- a damped step from `P` towards `Q` would lower the energy
  obtain ⟨t, ht0, ht1, ht⟩ : ∃ t : ℝ, 0 < t ∧ t ≤ 1 ∧ t * (c + q) = c :=
    ⟨c / (c + q), by positivity, (div_le_one (by linarith)).mpr (by linarith),
      div_mul_cancel₀ c (by linarith)⟩
  have hD : IsDensity N (P + t • (Q - P)) := by
    have hform : ∀ x : n → 𝕜, RCLike.re (star x ⬝ᵥ (P + t • (Q - P)) *ᵥ x)
        = (1 - t) * RCLike.re (star x ⬝ᵥ P *ᵥ x) + t * RCLike.re (star x ⬝ᵥ Q *ᵥ x) := by
      intro x
      simp only [Matrix.add_mulVec, Matrix.smul_mulVec, Matrix.sub_mulVec, dotProduct_add,
        dotProduct_smul, dotProduct_sub, map_add, map_sub, RCLike.smul_re]
      ring
    refine ⟨?_, fun x => ?_, fun x => ?_, ?_⟩
    · change (P + t • (Q - P))ᴴ = P + t • (Q - P)
      rw [Matrix.conjTranspose_add, Matrix.conjTranspose_smul, Matrix.conjTranspose_sub,
        hP.herm.eq, hQd.herm.eq, star_trivial]
    · rw [hform]
      exact add_nonneg (mul_nonneg (by linarith) (hP.nonneg x)) (mul_nonneg ht0.le (hQd.nonneg x))
    · rw [hform]
      nlinarith [mul_le_mul_of_nonneg_left (hP.le_one x) (sub_nonneg.mpr ht1),
        mul_le_mul_of_nonneg_left (hQd.le_one x) ht0.le]
    · rw [Matrix.trace_add, Matrix.trace_smul, Matrix.trace_sub, hP.trace, hQd.trace, sub_self,
        smul_zero, add_zero]
  have hsm : ∀ A B : Matrix n n 𝕜, tr A (t • B) = t * tr A B := by
    intro A B
    simp only [tr, Matrix.mul_smul, Matrix.trace_smul, RCLike.smul_re]
  have hE := energy_expansion (h := h) hG.symm hP.herm hD.herm
  rw [add_sub_cancel_left, map_smul, hsm, hsm, tr_comm (t • G (Q - P)), hsm,
    tr_comm (Q - P), hneg] at hE
  have hm := hmin _ hD
  have h1 : t * c ≤ t * (t * q / 2) := by
    change energy h G (P + t • (Q - P)) = energy h G P + t * -c + t * (t * q) / 2 at hE
    linarith
  have h2 := le_of_mul_le_mul_left h1 ht0
  nlinarith [mul_pos ht0 hc]

/-- The on-site repulsion of strength `u` on two sites: `G(X)` is diagonal with entries
`u X_ii`. -/
def onSite (u : ℝ) : Matrix (Fin 2) (Fin 2) ℝ →ₗ[ℝ] Matrix (Fin 2) (Fin 2) ℝ where
  toFun X := diagonal fun i => u * X i i
  map_add' X Y := by
    ext i j
    fin_cases i <;> fin_cases j <;> simp [mul_add]
  map_smul' c X := by
    ext i j
    fin_cases i <;> fin_cases j <;> simp [mul_left_comm]

/-- Two sites with levels 0 and 1 and on-site repulsion `u ≥ 0`: for the particle on the upper
site, the aufbau projector is the lower site, the energy difference between the two is 1 and
the certificate is `1 + u`. -/
theorem error_certificate_witness (u : ℝ) (hu : 0 ≤ u) :
    IsRepulsive (onSite u) ∧ IsProjector 1 (diagonal ![(0 : ℝ), 1]) ∧
    IsAufbau 1 (fock (diagonal ![0, 1]) (onSite u) (diagonal ![0, 1])) (diagonal ![1, 0]) ∧
    energy (diagonal ![0, 1]) (onSite u) (diagonal ![0, 1])
      - energy (diagonal ![0, 1]) (onSite u) (diagonal ![1, 0]) = 1 ∧
    tr (fock (diagonal ![0, 1]) (onSite u) (diagonal ![0, 1]))
      (diagonal ![0, 1] - diagonal ![1, 0]) = 1 + u := by
  have hform : ∀ X Y, tr (onSite u X) Y = u * (X 0 0 * Y 0 0 + X 1 1 * Y 1 1) := by
    intro X Y
    simp [tr, onSite, Matrix.trace_fin_two, Matrix.diagonal_mul]
    ring
  refine ⟨⟨fun X Y _ _ => ?_, fun X _ => ?_⟩, ⟨?_, ?_, ?_⟩, ?_, ?_, ?_⟩
  · rw [tr_comm X, hform, hform]
    ring
  · rw [hform]
    exact mul_nonneg hu (add_nonneg (mul_self_nonneg _) (mul_self_nonneg _))
  · ext i j
    fin_cases i <;> fin_cases j <;> simp
  · ext i j
    fin_cases i <;> fin_cases j <;> simp
  · simp
  · refine ⟨1, one_mem _, ![0, 1 + u], {0}, 0, by simp, ?_, ?_, ?_, ?_⟩
    · ext i j
      fin_cases i <;> fin_cases j <;> simp [fock, onSite]
    · ext i j
      fin_cases i <;> fin_cases j <;> simp
    · intro i hi
      rw [Finset.mem_singleton.mp hi]
      simp
    · intro i hi
      fin_cases i
      · simp at hi
      · change (0 : ℝ) ≤ 1 + u
        linarith
  · simp only [energy, hform]
    simp [tr]
  · simp [tr, fock, onSite, Fin.sum_univ_two]

end

end RoothaanCertificate
```

```lean
#print axioms RoothaanCertificate.error_certificate
#print axioms RoothaanCertificate.certificate_eq_zero_iff
```

```
'RoothaanCertificate.error_certificate' depends on axioms: [propext, Classical.choice, Quot.sound]
'RoothaanCertificate.certificate_eq_zero_iff' depends on axioms: [propext, Classical.choice, Quot.sound]
```

## The energy, the densities and the bound

With one-electron matrix $h$ and mean-field map $G$, the energy and Fock matrix are

$$E(P)=\mathrm{Tr}\,hP+\tfrac12\mathrm{Tr}\,G(P)P,\qquad F(P)=h+G(P).$$

These are `energy` and `fock`. Matrices are real or complex, in a finite orthonormal basis, and `tr A B` is the real part of $\mathrm{Tr}\,AB$. Occupations run from 0 to 1, so $N$ counts spin orbitals or spinless particles.

`IsProjector N` describes the density matrix of one determinant, with rank expressed as trace. `IsDensity N` also admits fractional occupations: $0\le R\le 1$ and $\mathrm{Tr}\,R=N$. `IsAufbau N F Q` says that $Q$ fills $N$ orbitals of $F$, with a Fermi level $\mu$ between filled and empty levels. Degeneracy at $\mu$ is allowed, and no gap is needed.

`error_certificate` states that, for $G$ repulsive in the sense of the next section, Hermitian $P$ and an aufbau projector $Q$ of $F(P)$, the projector energies are bounded below and $E(P)$ exceeds their infimum by at most $\mathrm{Tr}\,F(P)(P-Q)$. $P$ need not be a projector or have trace $N$. `energy_sub_le` gives the same bound against each ensemble density. If $P$ is itself an ensemble density, `certificate_eq_zero_iff` says that the bound vanishes exactly when $P$ minimizes the energy over all of them.

## Repulsion as a hypothesis

`IsRepulsive` assumes that $G$ is self-adjoint for the trace and that $\mathrm{Tr}\,G(X)X\ge 0$ for every Hermitian $X$. Physically, a change of density has nonnegative interaction energy with itself. Direct Coulomb repulsion has this property; exchange enters with the opposite sign, so a Hartree–Fock $G$ may fail it. Nor is it enough that particles repel each other: if a direct repulsion $V>0$ acts only between two different sites, then $G(X)=\mathrm{diag}(VX_{22},VX_{11})$, and $X=\mathrm{diag}(1,-1)$ gives $\mathrm{Tr}\,G(X)X=-2V$.

For finite-basis models with such a $G$, an SCF program can evaluate the bound from the Fock matrix and orbitals it already has. The bound concerns the energy error within that basis, and says nothing about whether the iteration converges.

## Why the predicted drop is large enough

Let $R$ be an ensemble density and $\Delta=R-P$. Expanding the energy gives

$$E(R)=E(P)+\mathrm{Tr}\,h\Delta+\tfrac12\mathrm{Tr}\,G(P)\Delta+\tfrac12\mathrm{Tr}\,G(\Delta)P+\tfrac12\mathrm{Tr}\,G(\Delta)\Delta.$$

Self-adjointness makes the two mixed terms equal, so

$$E(R)=E(P)+\mathrm{Tr}\,F(P)\Delta+\tfrac12\mathrm{Tr}\,G(\Delta)\Delta.$$

This is `energy_expansion`: `simp only` expands the products and `linarith` collects them, using `tr_comm` to match the mixed terms.

Next, let $\varphi_i$ be the orbitals of $F(P)$ (the columns of `U`), with levels $\varepsilon_i$, and let $w_i(R)=\varphi_i^\dagger R\varphi_i$. These occupations lie in $[0,1]$ and sum to $N$, while $w_i(Q)$ is 1 or 0. Therefore

$$\mathrm{Tr}\,F(P)(R-Q)=\sum_i(\varepsilon_i-\mu)\,(w_i(R)-w_i(Q))\ge 0.$$

For a filled orbital neither factor is positive; for an empty one neither is negative. In `IsAufbau.tr_le`, `htr` and `hsum` rewrite the traces, `hq` and `hr` give the occupations, and `hpos` is the termwise inequality.

Since $\mathrm{Tr}\,G(\Delta)\Delta\ge 0$, the two results combine, with `tr_sub` splitting the differences, into `energy_sub_le`:

$$E(P)-E(R)\le\mathrm{Tr}\,F(P)(P-R)\le\mathrm{Tr}\,F(P)(P-Q).$$

`IsProjector.isDensity` applies this to projectors, using $x^\dagger Px=\|Px\|^2$ and the same identity for $1-P$. `IsAufbau.isProjector` shows that $Q$ is a projector, so the set of energies is nonempty and `le_csInf` passes to the infimum.

For the vanishing criterion, a zero bound gives minimality at once. Conversely, let $P$ be a minimizing ensemble density, $c=\mathrm{Tr}\,F(P)(P-Q)\ge 0$ and $q=\mathrm{Tr}\,G(Q-P)(Q-P)\ge 0$. For $0\le t\le 1$ the mixture $P+t(Q-P)$ is an ensemble density, with

$$E(P+t(Q-P))=E(P)-tc+\tfrac12t^2q.$$

If $c>0$, the step $t=c/(c+q)$ gives $tq<c$ and lowers the energy, a contradiction.

## Two sites, with and without repulsion

`onSite` and `error_certificate_witness` contain the opening example. With only one particle, the repulsion is pure self-interaction, an artefact of the direct mean field that exchange would cancel; the example illustrates the bound, not a real one-electron system. At $u=0$ the energy is linear and the bound equals the true error, 1.

Take $u=2$ and let $x$ be the upper-site occupation of a one-particle projector. Then

$$E=x+(1-x)^2+x^2,$$

with minimum $7/8$ at $x=1/4$. The particle on the upper site has $E=2$, so its true error is $9/8$, against a bound of 3. At the minimum both Fock levels equal $3/2$, and the bound is 0. The Lean code checks the energy difference 1 and the bound $1+u$; this minimization is an additional calculation by hand.
